# A complex matrix has a nilpotent adjoint map exactly when it is a scalar plus a nilpotent matrix

Transforming an operator $X$ with $e^{sA}$ produces nested commutators:

$$e^{sA}Xe^{-sA}=\sum_{m\ge 0}\frac{s^m}{m!}\,\mathrm{ad}_A^m X,\qquad \mathrm{ad}_A X=AX-XA .$$

For which $A$ does the series stop at a fixed order, whatever $X$ is? This requires $\mathrm{ad}_A^k=0$ for some $k$, that is, $\mathrm{ad}_A$ nilpotent. In coupled-cluster theory with a finite orbital basis, the cluster operator is nilpotent, so its series stops for every $X$; when $X$ is a Hamiltonian with at most two-body terms, it stops after the fourfold commutators at the latest, whatever the number of electrons.

Operators here are $d\times d$ complex matrices, `Matrix n n ℂ`, where `n` is a finite index type with $d$ elements. Operators on infinite-dimensional spaces are not covered.

In Lean 4 with Mathlib:

```lean
import Mathlib

open Matrix

namespace NilpotentAdjointMap

noncomputable section

variable {n : Type*} [Fintype n] [DecidableEq n]
```

The adjoint map is a linear map on the matrix space, left multiplication minus right multiplication.

```lean
/-- The adjoint map of an operator `A`: it sends `X` to the commutator `A X - X A`. -/
def ad (A : Matrix n n ℂ) : Module.End ℂ (Matrix n n ℂ) :=
  LinearMap.mulLeft ℂ A - LinearMap.mulRight ℂ A
```

## (a) The adjoint map as a commutator

**Task.** Evaluate `ad A` on $X$.

**Solution.** Left multiplication gives $AX$ and right multiplication gives $XA$; their difference is $AX-XA$.

```lean
/-- The adjoint map evaluated on an operator is the commutator. -/
theorem ad_apply (A X : Matrix n n ℂ) : ad A X = A * X - X * A := by
  simp [ad]
```

## (b) Shifting by a scalar

**Task.** Show that $\mathrm{ad}_{c1+N}=\mathrm{ad}_N$.

**Solution.** $(c1+N)X-X(c1+N)=cX+NX-cX-XN=NX-XN$.

```lean
/-- Adding a multiple of the identity to an operator leaves its adjoint map unchanged. -/
theorem ad_scalar_add (c : ℂ) (N : Matrix n n ℂ) : ad (c • 1 + N) = ad N := by
  refine LinearMap.ext fun X => ?_
  rw [ad_apply, ad_apply, add_mul, mul_add, smul_mul_assoc, mul_smul_comm, one_mul, mul_one,
    add_sub_add_left_eq_sub]
```

## (c) Nilpotent matrices have nilpotent adjoint maps

**Task.** Let $N^{k+1}=0$. Show that $\mathrm{ad}_N^{2k+1}=0$.

**Solution.** Write $LX=NX$ and $RX=XN$. Then $L^{k+1}=R^{k+1}=0$, and $LR=RL$ because $N(XN)=(NX)N$. Hence

$$(L-R)^{2k+1}=\sum_{m=0}^{2k+1}\binom{2k+1}{m}L^m(-R)^{2k+1-m}.$$

If $m\ge k+1$, the first power vanishes. Otherwise $2k+1-m\ge k+1$ and the second does.

```lean
/-- If the power `k + 1` of `N` vanishes, then every `(2k + 1)`-fold commutator with `N`
vanishes. -/
theorem ad_pow_eq_zero {N : Matrix n n ℂ} {k : ℕ} (h : N ^ (k + 1) = 0) :
    ad N ^ (2 * k + 1) = 0 := by
  have hL : LinearMap.mulLeft ℂ N ^ (k + 1) = 0 := by
    rw [LinearMap.pow_mulLeft, h]
    exact LinearMap.ext fun X => by simp
  have h0 : LinearMap.mulRight ℂ (0 : Matrix n n ℂ) = 0 :=
    LinearMap.ext fun X => by simp
  have hR : LinearMap.mulRight ℂ N ^ (k + 1) = 0 := by
    rw [LinearMap.pow_mulRight, h, h0]
  -- the binomial theorem for two commuting nilpotent maps
  have gen : ∀ x y : Module.End ℂ (Matrix n n ℂ), Commute x y → x ^ (k + 1) = 0 →
      y ^ (k + 1) = 0 → (x - y) ^ (2 * k + 1) = 0 := by
    intro x y hc hx hy
    have hy' : (-y) ^ (k + 1) = 0 :=
      (neg_pow y (k + 1)).trans
        ((congrArg (fun z : Module.End ℂ (Matrix n n ℂ) => (-1) ^ (k + 1) * z) hy).trans
          (mul_zero _))
    rw [sub_eq_add_neg, hc.neg_right.add_pow]
    refine Finset.sum_eq_zero fun m _ => ?_
    -- in each term one of the two exponents is at least `k + 1`
    rcases le_or_gt (k + 1) m with hm | hm
    · rw [pow_eq_zero_of_le hm hx, zero_mul, zero_mul]
    · rw [pow_eq_zero_of_le (show k + 1 ≤ 2 * k + 1 - m by omega) hy', mul_zero, zero_mul]
  -- left and right multiplication commute
  have hLR : LinearMap.mulLeft ℂ N * LinearMap.mulRight ℂ N =
      LinearMap.mulRight ℂ N * LinearMap.mulLeft ℂ N :=
    LinearMap.ext fun X => by simp [Module.End.mul_apply, mul_assoc]
  exact gen _ _ hLR hL hR
```

In the code, `hLR` is the commutation, `gen` the binomial argument, and `rcases` splits the two ranges of $m$.

## (d) Nested commutators on an eigenvector

**Task.** Let $Av=cv$. Show that $(\mathrm{ad}_A^kX)v=(A-c1)^kXv$.

**Solution.** For $k=0$ both sides are $Xv$. With $Y=\mathrm{ad}_A^kX$, the induction step is

$$(AY-YA)v=AYv-cYv=(A-c1)Yv=(A-c1)^{k+1}Xv .$$

```lean
/-- On an eigenvector `v` of `A` with eigenvalue `c`, the `k`-fold commutator of `A` with `X`
acts as `(A - c)^k X`. -/
theorem ad_pow_mulVec {A : Matrix n n ℂ} {c : ℂ} {v : n → ℂ} (hv : A *ᵥ v = c • v)
    (X : Matrix n n ℂ) (k : ℕ) :
    ((ad A ^ k) X) *ᵥ v = (A - c • 1) ^ k *ᵥ (X *ᵥ v) := by
  induction k with
  | zero => simp
  | succ k ih =>
    rw [pow_succ', Module.End.mul_apply, ad_apply, Matrix.sub_mulVec, ← Matrix.mulVec_mulVec,
      ← Matrix.mulVec_mulVec, hv, Matrix.mulVec_smul, ih, pow_succ', ← Matrix.mulVec_mulVec,
      Matrix.sub_mulVec, Matrix.smul_mulVec, Matrix.one_mulVec]
```

Here `*ᵥ` is a matrix acting on a vector, and `ih` supplies the last equality.

## (e) From the adjoint map back to the matrix

**Task.** Let also $v\ne0$ and $\mathrm{ad}_A^k=0$. Show that $(A-c1)^k=0$.

**Solution.** Pick $i$ with $v_i\neq0$. For any vector $w$, let $X_{ab}=w_a/v_i$ if $b=i$ and $0$ otherwise. Then $Xv=w$, so (d) gives $(A-c1)^kw=(\mathrm{ad}_A^kX)v=0$. A matrix that annihilates every $w$ is zero.

```lean
/-- If all `k`-fold commutators with `A` vanish and `c` is an eigenvalue of `A`, then
`(A - c)^k = 0`. -/
theorem sub_eigenvalue_pow_eq_zero {A : Matrix n n ℂ} {c : ℂ} {v : n → ℂ}
    (hv : A *ᵥ v = c • v) (hv0 : v ≠ 0) {k : ℕ} (hk : ad A ^ k = 0) :
    (A - c • 1) ^ k = 0 := by
  obtain ⟨i, hi⟩ := Function.ne_iff.1 hv0
  have hi' : v i ≠ 0 := hi
  have key : ∀ w : n → ℂ, (A - c • 1) ^ k *ᵥ w = 0 := by
    intro w
    -- an operator that carries the eigenvector `v` to the given vector `w`
    let X : Matrix n n ℂ := Matrix.of fun a b => if b = i then w a * (v i)⁻¹ else 0
    have hX : X *ᵥ v = w := by
      ext a
      simp [X, Matrix.mulVec, dotProduct, hi']
    have h := ad_pow_mulVec hv X k
    rw [hk, hX, LinearMap.zero_apply, Matrix.zero_mulVec] at h
    exact h.symm
  -- a matrix that annihilates every vector is zero
  have gen : ∀ M : Matrix n n ℂ, (∀ w : n → ℂ, M *ᵥ w = 0) → M = 0 := by
    intro M hM
    ext a b
    simpa using congrFun (hM (Pi.single b 1)) a
  exact gen _ key
```

The last step, `gen`, tests the matrix on basis vectors, which reads off its columns.

## (f) The characterisation

**Task.** Show that $\mathrm{ad}_A$ is nilpotent if and only if $A=c1+N$ with $N$ nilpotent.

**Solution.** Suppose $\mathrm{ad}_A^k=0$. If $d\ge1$, the characteristic polynomial has a complex root $c$, with an eigenvector $v\ne0$. By (e), $N=A-c1$ satisfies $N^k=0$. If $d=0$, all matrices are equal, and $c=0$, $N=A$ will do.

Conversely, $N^k=0$ implies $N^{k+1}=0$, so $\mathrm{ad}_A^{2k+1}=\mathrm{ad}_N^{2k+1}=0$ by (b) and (c).

```lean
/-- The adjoint map of a complex matrix `A` is nilpotent if and only if `A` is a multiple of the
identity plus a nilpotent matrix. -/
theorem isNilpotent_ad_iff (A : Matrix n n ℂ) :
    IsNilpotent (ad A) ↔ ∃ (c : ℂ) (N : Matrix n n ℂ), IsNilpotent N ∧ A = c • 1 + N := by
  constructor
  · rintro ⟨k, hk⟩
    rcases isEmpty_or_nonempty n with he | he
    · exact ⟨0, A, ⟨1, Subsingleton.elim _ _⟩, Subsingleton.elim _ _⟩
    -- over the complex numbers `A` has an eigenvector
    obtain ⟨c, hc⟩ := Module.End.exists_eigenvalue (Matrix.toLin' A)
    obtain ⟨v, hv⟩ := hc.exists_hasEigenvector
    have h := hv.apply_eq_smul
    rw [Matrix.toLin'_apply] at h
    exact ⟨c, A - c • 1, ⟨k, sub_eigenvalue_pow_eq_zero h hv.2 hk⟩,
      (add_sub_cancel _ _).symm⟩
  · rintro ⟨c, N, ⟨k, hk⟩, rfl⟩
    rw [ad_scalar_add]
    exact ⟨2 * k + 1, ad_pow_eq_zero (pow_eq_zero_of_le (Nat.le_succ k) hk)⟩
```

The forward direction turns on `Module.End.exists_eigenvalue`. It applies to linear maps, so `Matrix.toLin'` first converts $A$. It needs an algebraically closed field, a finite-dimensional space and a nonzero space; the last condition is why the proof splits off empty `n`. From the resulting eigenvector `hv`, `hv.apply_eq_smul` gives the eigenvalue equation and `hv.2` gives $v\neq0$.

## (g) The trace and the scalar

**Task.** For such a splitting, show that $\operatorname{tr}A=d\,c$.

**Solution.** Every eigenvalue $\lambda$ of $N$ satisfies $\lambda^k=0$ for some $k$, so $\operatorname{tr}N=0$ and $\operatorname{tr}A=c\operatorname{tr}1=dc$.

```lean
/-- In a splitting `A = c 1 + N` with `N` nilpotent, the trace of `A` is the dimension
times `c`. -/
theorem trace_eq_card_mul {A N : Matrix n n ℂ} {c : ℂ} (hN : IsNilpotent N)
    (hA : A = c • 1 + N) : A.trace = (Fintype.card n : ℂ) * c := by
  rw [hA, Matrix.trace_add, Matrix.trace_smul, Matrix.trace_one,
    (Matrix.isNilpotent_trace_of_isNilpotent hN).eq_zero, add_zero, smul_eq_mul, mul_comm]
```

Mathlib supplies that the trace of $N$ is nilpotent; a nilpotent complex number is zero.

## (h) Hermitian nilpotent matrices vanish

**Task.** Let $N^\dagger=N$ be nilpotent. Show that $N=0$.

**Solution.** If $N^{k+2}=0$, put $M=N^{k+1}$. Then $M^\dagger M=N^{2k+2}=0$, so $\sum_{ab}|M_{ab}|^2=\operatorname{tr}M^\dagger M=0$ and $M=0$. Repeating this lowers the exponent to one. If $N^0=0$, then $N=N\,N^0=0$.

```lean
open scoped ComplexOrder in
/-- A Hermitian nilpotent matrix is zero. -/
theorem hermitian_nilpotent_eq_zero {N : Matrix n n ℂ} (hH : N.IsHermitian)
    (hN : IsNilpotent N) : N = 0 := by
  obtain ⟨k, hk⟩ := hN
  induction k with
  | zero =>
    calc N = N * N ^ 0 := by simp
      _ = 0 := by rw [hk, mul_zero]
  | succ k ih =>
    cases k with
    | zero => simpa using hk
    | succ k =>
      -- the square of `N ^ (k + 1)` vanishes, hence so does `N ^ (k + 1)` itself
      apply ih
      apply Matrix.conjTranspose_mul_self_eq_zero.1
      rw [Matrix.conjTranspose_pow, hH.eq, ← pow_add]
      exact pow_eq_zero_of_le (by omega) hk
```

## (i) Hermitian generators

**Task.** For Hermitian $A$, show that $\mathrm{ad}_A$ is nilpotent if and only if $A=r1$ with $r$ real.

**Solution.** Write $A=c1+N$ by (f). For $d\ge1$, $dc=\operatorname{tr}A$ is real, so $c$ is real. Then $N=A-c1$ is Hermitian and vanishes by (h). For $d=0$, take $r=0$. The converse is (f) with $N=0$.

```lean
/-- The adjoint map of a Hermitian matrix is nilpotent if and only if the matrix is a real
multiple of the identity. -/
theorem hermitian_isNilpotent_ad_iff {A : Matrix n n ℂ} (hH : A.IsHermitian) :
    IsNilpotent (ad A) ↔ ∃ r : ℝ, A = (r : ℂ) • 1 := by
  constructor
  · intro h
    obtain ⟨c, N, hN, hA⟩ := (isNilpotent_ad_iff A).1 h
    rcases isEmpty_or_nonempty n with he | he
    · exact ⟨0, Subsingleton.elim _ _⟩
    -- the trace of `A` is real, hence so is `c`
    have hs : star A.trace = A.trace := by rw [← Matrix.trace_conjTranspose, hH.eq]
    have hcard : (Fintype.card n : ℂ) ≠ 0 := Nat.cast_ne_zero.2 Fintype.card_ne_zero
    have hc : star c = c := by
      rw [trace_eq_card_mul hN hA, star_mul', star_natCast] at hs
      exact mul_left_cancel₀ hcard hs
    obtain ⟨r, hr⟩ := Complex.conj_eq_iff_real.1 hc
    have hNH : N.IsHermitian := by
      have e : N = A - c • 1 := by rw [hA, add_sub_cancel_left]
      rw [Matrix.IsHermitian, e, Matrix.conjTranspose_sub, Matrix.conjTranspose_smul,
        Matrix.conjTranspose_one, hc, hH.eq]
    exact ⟨r, by rw [hA, hermitian_nilpotent_eq_zero hNH hN, add_zero, hr]⟩
  · rintro ⟨r, hr⟩
    exact (isNilpotent_ad_iff A).2 ⟨r, 0, IsNilpotent.zero, by rw [hr, add_zero]⟩
```

Without Hermiticity this fails: $\sigma=\begin{pmatrix}0&1\\0&0\end{pmatrix}$ has $\sigma^2=0$, hence $\mathrm{ad}_\sigma^3=0$ by (c), but it is not a multiple of the identity.

## (j) The exponent for a two-level system

**Task.** Show that $\sigma^2=0$ but $\mathrm{ad}_\sigma^2\ne0$.

**Solution.** With the ground state listed first, $\sigma$ is the lowering matrix. Multiplication gives $\sigma^2=0$. For the raising matrix $\sigma^\dagger$,

$$[\sigma,\sigma^\dagger]=\begin{pmatrix}1&0\\0&-1\end{pmatrix},\qquad [\sigma,[\sigma,\sigma^\dagger]]=-2\sigma\neq0 .$$

So the exponent $2k+1$ in (c) cannot be lowered for $k=1$.

```lean
/-- The matrix `!![0, 1; 0, 0]` squares to zero, but the square of its adjoint map is not zero. -/
theorem lowering_ad_sq_ne_zero :
    (!![0, 1; 0, 0] : Matrix (Fin 2) (Fin 2) ℂ) ^ 2 = 0 ∧
      ad (!![0, 1; 0, 0] : Matrix (Fin 2) (Fin 2) ℂ) ^ 2 ≠ 0 := by
  constructor
  · refine Matrix.ext (Fin.forall_fin_two.2
      ⟨Fin.forall_fin_two.2 ⟨?_, ?_⟩, Fin.forall_fin_two.2 ⟨?_, ?_⟩⟩) <;>
      simp [pow_two, Matrix.mul_apply, Fin.sum_univ_two]
  · intro h
    -- test the double commutator on the transposed matrix
    have h1 := LinearMap.congr_fun h (!![0, 0; 1, 0] : Matrix (Fin 2) (Fin 2) ℂ)
    rw [pow_two, Module.End.mul_apply, ad_apply, ad_apply] at h1
    have h2 := congrArg (fun M : Matrix (Fin 2) (Fin 2) ℂ => M 0 1) h1
    simp only [LinearMap.zero_apply, Matrix.sub_apply, Matrix.zero_apply, Matrix.mul_apply,
      Fin.sum_univ_two] at h2
    norm_num at h2

end

end NilpotentAdjointMap
```

The code compares the entry in row 0, column 1, where $-2$ would have to equal $0$.

```lean
#print axioms NilpotentAdjointMap.isNilpotent_ad_iff
-- 'NilpotentAdjointMap.isNilpotent_ad_iff' depends on axioms: [propext, Classical.choice, Quot.sound]
#print axioms NilpotentAdjointMap.hermitian_isNilpotent_ad_iff
-- 'NilpotentAdjointMap.hermitian_isNilpotent_ad_iff' depends on axioms: [propext, Classical.choice, Quot.sound]
#print axioms NilpotentAdjointMap.lowering_ad_sq_ne_zero
-- 'NilpotentAdjointMap.lowering_ad_sq_ne_zero' depends on axioms: [propext, Classical.choice, Quot.sound]
```
